# An error in the trial ground state can enter the minimised second-order energy of a two-level system linearly

A perturbative response calculation starts from a ground state that has been converged only to some tolerance. The second-order energy is then minimised over the response, and the variational principle makes it insensitive to small errors in that response. Does the same protection extend to the ground state from which the response was computed?

A two-level system is small enough to answer this exactly. Let the unperturbed levels have energies $0$ and $D$, with gap $D>0$, and let the trial ground state be rotated by an angle $s$ away from the true one. When the response is optimised in the Hylleraas functional built on this trial state, with no correction for the trial state not being an eigenstate, the second-order energy has slope $-2b(c-a)/D$ in $s$ at $s=0$. Here $b$ is the matrix element of the perturbation between the two levels, and $c-a$ is the first-order change that the perturbation makes in the gap. The error is $O(s^2)$ as $s\to0$ exactly when $b(c-a)=0$.

For density functional perturbation theory this is a warning that tightening the response solver need not remove an error inherited from the ground state. The model shows it for one non-interacting particle in two real levels, without a self-consistent potential.

```lean
import Mathlib

open Matrix Filter Topology Asymptotics

namespace HylleraasTrialStateError

noncomputable section
```

## Levels, perturbation and trial state

In the basis of unperturbed eigenstates,

$$H=\begin{pmatrix}0&0\\0&D\end{pmatrix},\qquad V=\begin{pmatrix}a&b\\b&c\end{pmatrix}.$$

The zero of energy is placed at the lower level. The gap $D$ is an arbitrary real number in the definition, and its positivity appears as a hypothesis, `hD`, where it is needed. Physically, it says that the ground state is non-degenerate and that the first basis state is the lower one.

```lean
/-- The unperturbed two-level Hamiltonian with energies `0` and `D`. -/
def hamiltonian (D : ℝ) : Matrix (Fin 2) (Fin 2) ℝ := !![0, 0; 0, D]
```

The perturbation is real and symmetric, with no restriction on the size or sign of its entries. The energy studied below is the coefficient of $\lambda^2$ in the expansion for $H+\lambda V$, so $V$ itself need not be small.

```lean
/-- A real symmetric perturbation of the two-level system. -/
def perturbation (a b c : ℝ) : Matrix (Fin 2) (Fin 2) ℝ := !![a, b; b, c]
```

The trial state is

$$\psi_s=(\cos s,\ \sin s).$$

It is normalised for every $s$, and $\psi_0$ is the exact ground state. Its energy expectation value is $\langle\psi_s,H\psi_s\rangle=D\sin^2 s$, so the unperturbed energy is wrong only at second order in $s$. In Lean, states are real vectors of type `Fin 2 → ℝ`.

```lean
/-- The trial ground state, rotated by the angle `s` from the first basis state. -/
def trial (s : ℝ) : Fin 2 → ℝ := ![Real.cos s, Real.sin s]
```

In two real dimensions there is only one direction orthogonal to the trial state, up to sign:

$$u_s=(-\sin s,\ \cos s).$$

The first-order state is $x\,u_s$, where $u_s$ has unit length and the real number $x$ is the response amplitude. The response is thus kept orthogonal to the trial state, not to the exact ground state.

```lean
/-- The unit vector orthogonal to the trial state, along which the state responds. -/
def response (s : ℝ) : Fin 2 → ℝ := ![-Real.sin s, Real.cos s]
```

## The functional and its minimum

The perturbation drives the response through the matrix element

$$g(s)=\langle u_s,V\psi_s\rangle .$$

In the code, `⬝ᵥ` is the dot product and `*ᵥ` applies a matrix to a vector.

```lean
/-- The matrix element of the perturbation between response direction and trial state. -/
def coupling (a b c s : ℝ) : ℝ :=
  response s ⬝ᵥ (perturbation a b c *ᵥ trial s)
```

The Hylleraas functional for the first-order state $x\,u_s$ is

$$E_2(x,s)=\langle xu_s,H\,xu_s\rangle-\langle\psi_s,H\psi_s\rangle\langle xu_s,xu_s\rangle+2\langle xu_s,V\psi_s\rangle .$$

The exact ground-state energy has been replaced by the expectation value in the trial state, which is the value available to a calculation that knows only $\psi_s$. The first-order energy would multiply $\langle xu_s,\psi_s\rangle$, which is zero, so it does not appear. For $s\neq0$ the trial state is not an eigenstate of $H$; the functional keeps the usual second-order form and adds no correction for that residual.

```lean
/-- The second-order energy functional for the first-order state `x • response s`,
built on the trial state and its energy expectation value. -/
def hylleraas (D a b c s x : ℝ) : ℝ :=
  (x • response s) ⬝ᵥ (hamiltonian D *ᵥ (x • response s))
    - (trial s ⬝ᵥ (hamiltonian D *ᵥ trial s)) * ((x • response s) ⬝ᵥ (x • response s))
    + 2 * ((x • response s) ⬝ᵥ (perturbation a b c *ᵥ trial s))
```

The relaxed energy is the infimum over the amplitude,

$$E(s)=\inf_x E_2(x,s).$$

It is defined by the minimisation itself, so its closed form has to be derived. Where the functional is unbounded below, as it is for $\pi/4<|s|<3\pi/4$, Lean's real infimum returns $0$, a value without physical meaning; the results about the relaxed energy stay within $|s|<\pi/4$ or concern the limit $s\to0$.

```lean
/-- The second-order energy after optimisation of the response amplitude. -/
def relaxedEnergy (D a b c s : ℝ) : ℝ := ⨅ x : ℝ, hylleraas D a b c s x
```

## Coupling and curvature

Applying $V$ to the trial state gives

$$V\psi_s=(a\cos s+b\sin s,\ b\cos s+c\sin s).$$

Its product with $u_s$ is

$$g(s)=b(\cos^2 s-\sin^2 s)+(c-a)\sin s\cos s
=b\cos 2s+\tfrac12(c-a)\sin 2s .$$

At $s=0$ only the off-diagonal element $b$ remains. A rotated trial state also picks up the difference of the diagonal elements, and this admixture is the source of the linear error. The proof rewrites the double angles, expands the two-component sums with `simp only`, and leaves the polynomial identity to `ring`.

```lean
/-- The coupling as a function of the rotation angle of the trial state. -/
theorem coupling_eq (a b c s : ℝ) :
    coupling a b c s = b * Real.cos (2 * s) + (c - a) * Real.sin (2 * s) / 2 := by
  rw [Real.cos_two_mul', Real.sin_two_mul]
  simp only [coupling, response, perturbation, trial, Matrix.mulVec, dotProduct,
    Fin.sum_univ_two, Matrix.of_apply, Matrix.cons_val', Matrix.cons_val_zero,
    Matrix.cons_val_one, Matrix.cons_val_fin_one]
  ring
```

For the unperturbed part, $\langle u_s,Hu_s\rangle=D\cos^2 s$ and $\langle u_s,u_s\rangle=1$. Therefore

$$E_2(x,s)=D(\cos^2 s-\sin^2 s)x^2+2xg(s)
=D\cos(2s)\,x^2+2x\,g(s).$$

The proof follows the same expansion. Its final `linear_combination` supplies $\sin^2 s+\cos^2 s=1$, which is the normalisation of $u_s$.

```lean
/-- The second-order functional is a quadratic polynomial in the response amplitude, with
curvature set by the gap and the trial angle. -/
theorem hylleraas_eq (D a b c s x : ℝ) :
    hylleraas D a b c s x = D * Real.cos (2 * s) * x ^ 2 + 2 * x * coupling a b c s := by
  rw [Real.cos_two_mul']
  simp only [hylleraas, coupling, response, perturbation, hamiltonian, trial, Matrix.mulVec,
    dotProduct, Fin.sum_univ_two, Pi.smul_apply, smul_eq_mul, Matrix.of_apply,
    Matrix.cons_val', Matrix.cons_val_zero, Matrix.cons_val_one, Matrix.cons_val_fin_one]
  linear_combination (-(D * x ^ 2 * Real.sin s ^ 2)) * Real.sin_sq_add_cos_sq s
```

The parabola opens upwards if the coefficient $D\cos 2s$ of $x^2$ is positive. When $|s|<\pi/4$, the angle $2s$ lies between $-\pi/2$ and $\pi/2$, so its cosine is positive. In physical terms, the trial state then has a lower energy expectation value than the direction in which it responds.

```lean
lemma cos_two_mul_pos {s : ℝ} (hs : |s| < Real.pi / 4) : 0 < Real.cos (2 * s) := by
  obtain ⟨h1, h2⟩ := abs_lt.mp hs
  exact Real.cos_pos_of_mem_Ioo ⟨by linarith, by linarith⟩
```

## Errors in the response are quadratic

Completing the square gives

$$E_2(x,s)=-\frac{g(s)^2}{D\cos 2s}
+D\cos(2s)\left(x+\frac{g(s)}{D\cos 2s}\right)^2 .$$

The best amplitude for the given trial state is $x=-g(s)/(D\cos 2s)$, and a deviation from it costs energy only through its square. The reference amplitude itself changes with $s$ unless $c=a$, and it agrees with the exact response $-b/D$ at $s=0$. In the proof, `generalize` replaces the cosine and the coupling by plain variables, after which `field_simp` and `ring` check the algebra.

```lean
/-- At a fixed trial state, the deviation of the response amplitude from
`-coupling / (D cos 2s)` enters the second-order energy quadratically. -/
theorem hylleraas_response_error {D s : ℝ} (hD : 0 < D) (hs : |s| < Real.pi / 4)
    (a b c x : ℝ) :
    hylleraas D a b c s x = -(coupling a b c s) ^ 2 / (D * Real.cos (2 * s))
      + D * Real.cos (2 * s) * (x + coupling a b c s / (D * Real.cos (2 * s))) ^ 2 := by
  have hC := (cos_two_mul_pos hs).ne'
  have hD' := hD.ne'
  rw [hylleraas_eq]
  generalize Real.cos (2 * s) = C at *
  generalize coupling a b c s = g
  field_simp
  ring
```

The square is never negative and vanishes at the best amplitude. The minimum is therefore attained, with value

$$\min_x E_2(x,s)=-\frac{g(s)^2}{D\cos 2s}.$$

`IsLeast` contains both parts of this argument: the value belongs to the range of the functional, and no value in the range is smaller. The first bullet of the proof inserts the minimising amplitude, and the second uses the non-negativity of the squared term.

```lean
/-- The minimum of the second-order energy over the response amplitude is attained, and this
is its value. -/
theorem isLeast_hylleraas {D s : ℝ} (hD : 0 < D) (hs : |s| < Real.pi / 4) (a b c : ℝ) :
    IsLeast (Set.range (hylleraas D a b c s))
      (-(coupling a b c s) ^ 2 / (D * Real.cos (2 * s))) := by
  have hC := cos_two_mul_pos hs
  constructor
  · refine ⟨-(coupling a b c s / (D * Real.cos (2 * s))), ?_⟩
    rw [hylleraas_response_error hD hs, neg_add_cancel]
    ring
  · rintro _ ⟨x, rfl⟩
    rw [hylleraas_response_error hD hs]
    exact le_add_of_nonneg_right (by positivity)
```

Since a least element of a set is also its infimum, the relaxed energy has the same value:

$$E(s)=-\frac{\bigl(b\cos 2s+\tfrac12(c-a)\sin 2s\bigr)^2}{D\cos 2s}.$$

At $s=0$ this reduces to the familiar second-order energy $-b^2/D$.

```lean
lemma relaxedEnergy_eq {D s : ℝ} (hD : 0 < D) (hs : |s| < Real.pi / 4) (a b c : ℝ) :
    relaxedEnergy D a b c s = -(coupling a b c s) ^ 2 / (D * Real.cos (2 * s)) :=
  (isLeast_hylleraas hD hs a b c).csInf_eq
```

## The exact error from the ground state

Write $C=\cos 2s$ and $S=\sin 2s$. Expanding the square and subtracting the value at $s=0$ gives

$$E(s)-E(0)=-\frac{b(c-a)S}{D}+\frac{b^2(1-C)}{D}-\frac{(c-a)^2S^2}{4DC}.$$

With $1-C=2\sin^2 s$ and $S^2=4\sin^2 s\cos^2 s$, this becomes

$$E(s)-E(0)=-\frac{b(c-a)\sin 2s}{D}
+\frac{\sin^2 s}{D}\left(2b^2-\frac{(c-a)^2\cos^2 s}{\cos 2s}\right).$$

This is an identity for every $|s|<\pi/4$, not a truncated expansion. The first term is odd in $s$ and the second is even. When $b(c-a)\neq0$, the odd term dominates near $s=0$, so a small rotation in one direction raises the relaxed energy and a rotation in the other lowers it below the exact value $-b^2/D$. Minimising over the response thus need not give an upper bound on the exact second-order energy when the ground state is approximate.

In the proof, `hc` and `hS` are the two trigonometric identities, and `key` is the three-term expression displayed first.

```lean
/-- The exact error of the relaxed second-order energy caused by rotating the trial state by
`s` away from the true ground state. -/
theorem relaxedEnergy_error {D s : ℝ} (hD : 0 < D) (hs : |s| < Real.pi / 4) (a b c : ℝ) :
    relaxedEnergy D a b c s - relaxedEnergy D a b c 0 =
      -(b * (c - a)) * Real.sin (2 * s) / D
      + Real.sin s ^ 2 *
        ((2 * b ^ 2 - (c - a) ^ 2 * Real.cos s ^ 2 / Real.cos (2 * s)) / D) := by
  have h0 : |(0 : ℝ)| < Real.pi / 4 := by rw [abs_zero]; positivity
  have hC := (cos_two_mul_pos hs).ne'
  have hD' := hD.ne'
  have hS : Real.sin (2 * s) ^ 2 = 4 * Real.sin s ^ 2 * Real.cos s ^ 2 := by
    rw [Real.sin_two_mul]; ring
  have hc : 1 - Real.cos (2 * s) = 2 * Real.sin s ^ 2 := by
    rw [Real.cos_two_mul']
    linear_combination -Real.sin_sq_add_cos_sq s
  rw [relaxedEnergy_eq hD hs, relaxedEnergy_eq hD h0, coupling_eq, coupling_eq]
  simp only [mul_zero, Real.cos_zero, Real.sin_zero, zero_div, add_zero, mul_one]
  generalize Real.cos (2 * s) = C at *
  generalize Real.sin (2 * s) = S at *
  -- separate the term linear in the sine from the quadratic ones
  have key : -(b * C + (c - a) * S / 2) ^ 2 / (D * C) - -b ^ 2 / D =
      -(b * (c - a)) * S / D + b ^ 2 * (1 - C) / D - (c - a) ^ 2 * S ^ 2 / (4 * D * C) := by
    field_simp
    ring
  rw [key, hS, hc]
  field_simp
  ring
```

## The slope at the true ground state

A derivative at $s=0$ depends only on values close to that point. The next lemma records that all sufficiently small angles satisfy $|s|<\pi/4$, so the closed form may be used there.

```lean
lemma eventually_small : ∀ᶠ s : ℝ in 𝓝 0, |s| < Real.pi / 4 :=
  (continuous_abs.tendsto' (0 : ℝ) 0 abs_zero).eventually_lt_const (by positivity)
```

The coupling satisfies $g(0)=b$ and $g'(0)=c-a$, while $\cos 2s$ has zero derivative at $s=0$. The quotient rule then gives

$$E'(0)=-\frac{2g(0)g'(0)}{D}=-\frac{2b(c-a)}{D}.$$

For $D=1$ the slope is $-2b(c-a)$. It is non-zero when the perturbation both couples the levels and changes their separation at first order.

`HasDerivAt` states that the relaxed energy is differentiable at this point and has this derivative. The proof builds the derivative of the closed form from those of sine and cosine, with `hg` for the coupling and `hf` for the whole quotient. It then transfers the result to the infimum, because the two functions agree near $s=0$.

```lean
/-- The relaxed second-order energy responds to an error in the ground state with slope
`-2b(c-a)/D` at the true ground state. -/
theorem hasDerivAt_relaxedEnergy {D : ℝ} (hD : 0 < D) (a b c : ℝ) :
    HasDerivAt (relaxedEnergy D a b c) (-2 * b * (c - a) / D) 0 := by
  have hD' := hD.ne'
  have h2 : HasDerivAt (fun s : ℝ => 2 * s) 2 0 := by
    simpa using (hasDerivAt_id (0 : ℝ)).const_mul 2
  have hg := (h2.cos.const_mul b).fun_add ((h2.sin.const_mul (c - a)).div_const 2)
  have hf := (hg.fun_mul hg).fun_neg.fun_div (h2.cos.const_mul D) (by simpa using hD')
  refine (hf.congr_deriv ?_).congr_of_eventuallyEq ?_
  · simp only [mul_zero, Real.sin_zero, Real.cos_zero]
    field_simp
    ring
  · filter_upwards [eventually_small] with s hs
    rw [relaxedEnergy_eq hD hs, coupling_eq, pow_two]
```

## When the error is quadratic

The remaining claim is the equivalence

$$E(s)-E(0)=O(s^2)\ \text{as}\ s\to0
\quad\Longleftrightarrow\quad b(c-a)=0 .$$

The notation `=O[𝓝 0]` means that near $s=0$ the error is bounded in absolute value by a constant times $s^2$. The constant may depend on the gap and on the perturbation.

Suppose first that the error is $O(s^2)$. It is then smaller than any fixed multiple of $|s|$ close enough to zero, so the derivative at $s=0$ is zero. The derivative is also $-2b(c-a)/D$. Since derivatives are unique and $D\neq0$, it follows that $b(c-a)=0$. In the proof, `hlo` is the passage from quadratic to sublinear, `hz` is the zero derivative, and `unique` compares the two values.

Conversely, if $b(c-a)=0$, the exact error reduces to

$$E(s)-E(0)=\frac{\sin^2 s}{D}
\left(2b^2-\frac{(c-a)^2\cos^2 s}{\cos 2s}\right).$$

The factor in parentheses is continuous at $s=0$ and hence bounded nearby, while $\sin s=O(s)$. Their product gives the quadratic bound. The proof calls the continuity `hF` and the bound on the sine `hsin`.

The condition can be met in two ways. If $b=0$, the perturbation does not couple the unperturbed levels, and the exact second-order energy is zero. If $c=a$, it shifts both levels equally at first order, and the relaxed energy is $-b^2\cos(2s)/D$. When both hold, the error vanishes for every $|s|<\pi/4$.

```lean
/-- The error of the relaxed second-order energy is bounded near `s = 0` by a constant times `s ^ 2`
exactly when the product `b(c-a)` of perturbation matrix elements vanishes. -/
theorem relaxedEnergy_error_isBigO_sq_iff {D : ℝ} (hD : 0 < D) (a b c : ℝ) :
    (fun s => relaxedEnergy D a b c s - relaxedEnergy D a b c 0) =O[𝓝 0]
      (fun s : ℝ => s ^ 2) ↔ b * (c - a) = 0 := by
  constructor
  · intro h
    -- a quadratic error forces the derivative to vanish
    have hlo := h.trans_isLittleO (isLittleO_pow_id (𝕜 := ℝ) (n := 2) (by norm_num))
    have hz : HasDerivAt (relaxedEnergy D a b c) 0 0 := by
      rw [hasDerivAt_iff_isLittleO]
      simpa using hlo
    have he := (hasDerivAt_relaxedEnergy hD a b c).unique hz
    rw [div_eq_zero_iff] at he
    rcases he with he | he
    · linarith
    · exact absurd he hD.ne'
  · intro h
    -- only the term proportional to the squared sine survives
    have hF : ContinuousAt (fun s : ℝ =>
        (2 * b ^ 2 - (c - a) ^ 2 * Real.cos s ^ 2 / Real.cos (2 * s)) / D) 0 :=
      (continuousAt_const.sub
        (ContinuousAt.div (by fun_prop) (by fun_prop) (by simp))).div_const D
    have hsin : (fun s : ℝ => Real.sin s) =O[𝓝 0] (fun s : ℝ => s) := by
      simpa using (Real.differentiable_sin 0).isBigO_sub
    refine ((hsin.pow 2).mul (hF.tendsto.isBigO_one ℝ)).congr' ?_ ?_
    · filter_upwards [eventually_small] with s hs
      rw [relaxedEnergy_error hD hs, h]
      ring
    · exact Eventually.of_forall (fun s => by simp)

end

end HylleraasTrialStateError
```

```lean
#print axioms HylleraasTrialStateError.relaxedEnergy_error
#print axioms HylleraasTrialStateError.relaxedEnergy_error_isBigO_sq_iff
```

```
'HylleraasTrialStateError.relaxedEnergy_error' depends on axioms: [propext, Classical.choice, Quot.sound]
'HylleraasTrialStateError.relaxedEnergy_error_isBigO_sq_iff' depends on axioms: [propext, Classical.choice, Quot.sound]
```
